# Yu–Trinkle weights on a finite graph with positive edge factors: unique, nonnegative and summing to one

## Density, peaks and flux

Let \(V\) be the set of grid points at which an electron density is known, with value \(\rho_i\) at point \(i\). The problem is to divide each point among the basins of the density maxima, so that charge can be assigned to atoms. The graph \(G\) says which points are neighbours, and each edge carries a factor \(a_{ij}\). On a Voronoi grid this factor is the area of the facet shared by two cells divided by the distance between their points, which is why it is taken to be positive. Symmetry of \(a_{ij}\) is not required, and \(\rho\) may be any real function.

```lean
import Mathlib

open scoped Classical

noncomputable section

namespace YuTrinkle

variable {V : Type*} {G : SimpleGraph V} {a : V → V → ℝ} {ρ : V → ℝ}
```

A peak is a point with no strictly higher neighbour. On a plateau, every point without a higher neighbour is therefore a peak with its own basin, and a peak need not sit at a nucleus.

```lean
/-- A peak of the density: a point without a strictly higher neighbour. -/
def IsPeak (G : SimpleGraph V) (ρ : V → ℝ) (i : V) : Prop :=
  ∀ j, G.Adj i j → ρ j ≤ ρ i
```

The method uses a fictitious flow along the edges towards higher density, while \(\rho\) itself stays fixed. The unnormalised strength of this flow from \(i\) to a neighbour \(j\) is

\[ b_{ij} = a_{ij}\max(\rho_j-\rho_i,0), \]

and \(b_{ij}=0\) if \(i\) and \(j\) are not neighbours.

```lean
/-- The unnormalised flow from `i` to `j`: edge factor times density rise on an uphill edge,
and zero otherwise. -/
def outflow (G : SimpleGraph V) (a : V → V → ℝ) (ρ : V → ℝ) (i j : V) : ℝ :=
  if G.Adj i j then a i j * max (ρ j - ρ i) 0 else 0
```

Both factors are nonnegative on an edge, so \(b_{ij}\ge 0\) everywhere.

```lean
/-- For positive edge factors, the flow from `i` to `j` is nonnegative. -/
theorem outflow_nonneg (ha : ∀ i j, G.Adj i j → 0 < a i j) (i j : V) :
    0 ≤ outflow G a ρ i j := by
  unfold outflow
  split_ifs with h
  · exact mul_nonneg (ha i j h).le (le_max_right _ _)
  · exact le_rfl
```

From here on \(V\) is finite. What is called the flux is a dimensionless fraction, not a current density:

\[ J_{ij} = \frac{b_{ij}}{\sum_k b_{ik}} . \]

At a peak the denominator vanishes and Lean returns zero, a value that the equations below never use.

```lean
variable [Fintype V]

/-- The flux `J i j`: the fraction of the flow leaving `i` that goes to `j`. It is zero by
convention if the total outflow of `i` is zero. -/
def flux (G : SimpleGraph V) (a : V → V → ℝ) (ρ : V → ℝ) (i j : V) : ℝ :=
  outflow G a ρ i j / ∑ k, outflow G a ρ i k
```

## The transport equations

Prescribe values \(f\) at the peaks and require

\[ u(i)=f(i)\ \text{at peaks},\qquad u(i)=\sum_j J_{ij}\,u(j)\ \text{elsewhere}. \]

In `Solves`, \(f\) is a function on all points, but only its values at peaks matter.

```lean
/-- The transport system: `u` takes the prescribed values `f` at the peaks, and at every other
point it is the flux-weighted sum of its values. -/
def Solves (G : SimpleGraph V) (a : V → V → ℝ) (ρ f u : V → ℝ) : Prop :=
  ∀ i, u i = if IsPeak G ρ i then f i else ∑ j, flux G a ρ i j * u j
```

The weight \(w_A(i)\) is the share of point \(i\) that belongs to the basin of peak \(A\). It solves this system with \(f(i)=\delta_{iA}\). In Lean, `w` is indexed by the subtype of peaks, so there is one weight function for each peak.

```lean
/-- The Yu-Trinkle equations: for each peak `A`, the weight `w A` solves the transport system
with value one at `A` and zero at the other peaks. -/
def IsWeight (G : SimpleGraph V) (a : V → V → ℝ) (ρ : V → ℝ)
    (w : {A // IsPeak G ρ A} → V → ℝ) : Prop :=
  ∀ A, Solves G a ρ (fun i => if i = A.1 then 1 else 0) (w A)
```

## Fluxes point uphill and sum to one

Since \(a_{ij}>0\) on edges, \(b_{ij}>0\) exactly when \(j\) is a neighbour with \(\rho_j>\rho_i\). In that case \(\sum_k b_{ik}\ge b_{ij}>0\), so \(J_{ij}>0\). If \(b_{ij}=0\), then \(J_{ij}=0\).

```lean
/-- For positive edge factors, the flux from `i` to `j` is positive exactly when `j` is a
strictly higher neighbour of `i`. -/
theorem flux_pos_iff (ha : ∀ i j, G.Adj i j → 0 < a i j) (i j : V) :
    0 < flux G a ρ i j ↔ G.Adj i j ∧ ρ i < ρ j := by
  have key : 0 < outflow G a ρ i j ↔ G.Adj i j ∧ ρ i < ρ j := by
    unfold outflow
    by_cases h : G.Adj i j
    · rw [if_pos h, mul_pos_iff_of_pos_left (ha i j h), lt_max_iff, sub_pos]
      simp [h]
    · simp [h]
  rw [← key]
  constructor
  · intro h
    refine lt_of_le_of_ne (outflow_nonneg ha i j) (fun h0 => ?_)
    unfold flux at h
    rw [← h0, zero_div] at h
    exact lt_irrefl _ h
  · intro h
    exact div_pos h (Finset.sum_pos' (fun k _ => outflow_nonneg ha i k)
      ⟨j, Finset.mem_univ j, h⟩)
```

A point that is not a peak has a higher neighbour, so its total outflow is nonzero and

\[ \sum_j J_{ij}=\frac{\sum_j b_{ij}}{\sum_k b_{ik}}=1 . \]

```lean
/-- For positive edge factors, the fluxes leaving a point that is not a peak sum to one. -/
theorem flux_sum (ha : ∀ i j, G.Adj i j → 0 < a i j) {i : V} (hi : ¬ IsPeak G ρ i) :
    ∑ j, flux G a ρ i j = 1 := by
  have hne : ∑ k, outflow G a ρ i k ≠ 0 := by
    intro h0
    refine hi fun j hj => not_lt.1 fun hlt => ?_
    have h := (flux_pos_iff ha i j).2 ⟨hj, hlt⟩
    unfold flux at h
    rw [h0, div_zero] at h
    exact lt_irrefl _ h
  unfold flux
  rw [← Finset.sum_div, div_self hne]
```

## Nonnegativity from the top down

Suppose a property holds at a point whenever it holds at all higher points. If it failed somewhere, take the highest point \(m\) where it fails. It holds at every point above \(m\), hence at \(m\), a contradiction.

```lean
/-- Induction down the density on a finite set of points: a property that holds at a point whenever
it holds at all points of higher density holds everywhere. -/
theorem uphill_induction (ρ : V → ℝ) (P : V → Prop)
    (h : ∀ i, (∀ j, ρ i < ρ j → P j) → P i) (i : V) : P i := by
  by_contra hi
  -- look at the highest point where the property fails
  obtain ⟨m, hm, hmax⟩ := Finset.exists_max_image
    (Finset.univ.filter fun k => ¬ P k) ρ ⟨i, by simp [hi]⟩
  refine (Finset.mem_filter.1 hm).2 (h m fun j hj => ?_)
  by_contra hjP
  exact absurd (hmax j (by simp [hjP])) (not_le_of_gt hj)
```

Apply this to \(u(i)\ge 0\), with \(f\ge 0\) at the peaks. At a peak, \(u(i)=f(i)\ge 0\). Elsewhere, each term \(J_{ij}u(j)\) either has \(\rho_j>\rho_i\), where \(u(j)\ge 0\) is already known, or has \(J_{ij}=0\).

```lean
/-- On a finite graph with positive edge factors, a solution of the transport system with
nonnegative peak values is nonnegative everywhere. -/
theorem nonneg_of_solves (ha : ∀ i j, G.Adj i j → 0 < a i j) {f u : V → ℝ}
    (hf : ∀ i, IsPeak G ρ i → 0 ≤ f i) (hu : Solves G a ρ f u) (i : V) : 0 ≤ u i := by
  refine uphill_induction ρ (fun i => 0 ≤ u i) ?_ i
  intro i ih
  show 0 ≤ u i
  rw [hu i]
  split_ifs with hp
  · exact hf i hp
  · refine Finset.sum_nonneg fun j _ => ?_
    have hJ : 0 ≤ flux G a ρ i j :=
      div_nonneg (outflow_nonneg ha i j) (Finset.sum_nonneg fun k _ => outflow_nonneg ha i k)
    by_cases hj : ρ i < ρ j
    · exact mul_nonneg hJ (ih j hj)
    · have h0 : flux G a ρ i j = 0 :=
        le_antisymm (not_lt.1 fun h => hj ((flux_pos_iff ha i j).1 h).2) hJ
      rw [h0, zero_mul]
```

## Exactly one solution

Define a linear map by \((Tu)(i)=u(i)\) at peaks and \((Tu)(i)=u(i)-\sum_j J_{ij}u(j)\) elsewhere. The system says that \(Tu\) equals \(f\) at the peaks and zero elsewhere; this is `hT`. If \(Tu=0\), then \(u\) and \(-u\) both solve the system with zero peak values. Both are nonnegative, so \(u=0\). Thus \(T\) is injective (`hinj`), and on a finite-dimensional space it is also surjective.

```lean
/-- On a finite graph with positive edge factors, the transport system has exactly one solution for
any prescribed peak values. -/
theorem existsUnique_solution (ha : ∀ i j, G.Adj i j → 0 < a i j) (f : V → ℝ) :
    ∃! u, Solves G a ρ f u := by
  let T : (V → ℝ) →ₗ[ℝ] (V → ℝ) :=
    { toFun := fun u i => u i - if IsPeak G ρ i then 0 else ∑ j, flux G a ρ i j * u j
      map_add' := by
        intro u v
        ext i
        simp only [Pi.add_apply, mul_add, Finset.sum_add_distrib]
        split_ifs <;> ring
      map_smul' := by
        intro c u
        ext i
        simp only [Pi.smul_apply, smul_eq_mul, RingHom.id_apply, mul_left_comm _ c,
          ← Finset.mul_sum]
        split_ifs <;> ring }
  have hT : ∀ f u, Solves G a ρ f u ↔ T u = fun i => if IsPeak G ρ i then f i else 0 := by
    intro f u
    unfold Solves
    rw [funext_iff]
    refine forall_congr' fun i => ?_
    change _ ↔ (u i - if IsPeak G ρ i then 0 else ∑ j, flux G a ρ i j * u j) = _
    split_ifs <;> simp [sub_eq_zero]
  -- nonnegativity of both `u` and `-u` makes the kernel trivial
  have hinj : Function.Injective T := by
    rw [← LinearMap.ker_eq_bot, LinearMap.ker_eq_bot']
    intro u hu
    have hs : ∀ v, T v = 0 → ∀ i, 0 ≤ v i := fun v hv =>
      nonneg_of_solves ha (f := 0) (fun _ _ => le_rfl)
        ((hT 0 v).2 (by rw [hv]; ext i; simp))
    ext i
    have h1 := hs u hu i
    have h2 := hs (-u) (by rw [map_neg, hu, neg_zero]) i
    simp only [Pi.neg_apply] at h2
    show u i = 0
    linarith
  -- an injective linear map from a finite-dimensional space to itself is onto
  obtain ⟨u, hu⟩ := LinearMap.injective_iff_surjective.1 hinj
    (fun i => if IsPeak G ρ i then f i else 0)
  exact ⟨u, (hT f u).2 hu, fun v hv => hinj (((hT f v).1 hv).trans hu.symm)⟩
```

Taking \(f(i)=\delta_{iA}\) for each peak gives existence, uniqueness and nonnegativity of the weights. For their sum \(s(i)=\sum_A w_A(i)\), a peak gives \(s(i)=\sum_A\delta_{iA}=1\), and any other point gives

\[ s(i)=\sum_A\sum_j J_{ij}w_A(j)=\sum_j J_{ij}\,s(j). \]

The constant \(1\) solves the same system, because \(\sum_j J_{ij}=1\). By uniqueness \(s=1\). In the proof, `h1` and `h2` are these two solutions.

```lean
/-- For positive edge factors on a finite graph, the Yu-Trinkle equations have exactly one
solution; its weights are nonnegative and sum to one over the peaks at every point. -/
theorem yuTrinkle_weights (ha : ∀ i j, G.Adj i j → 0 < a i j) :
    (∃! w, IsWeight G a ρ w) ∧
      ∀ w, IsWeight G a ρ w → (∀ A i, 0 ≤ w A i) ∧ ∀ i, ∑ A, w A i = 1 := by
  constructor
  · have H := fun A : {A // IsPeak G ρ A} =>
      existsUnique_solution (ρ := ρ) ha (fun i => if i = A.1 then 1 else 0)
    exact ⟨fun A => Classical.choose (H A).exists,
      fun A => Classical.choose_spec (H A).exists,
      fun w hw => funext fun A => (H A).unique (hw A) (Classical.choose_spec (H A).exists)⟩
  · intro w hw
    refine ⟨fun A => nonneg_of_solves ha (fun i _ => by split_ifs <;> norm_num) (hw A), ?_⟩
    -- the total weight and the constant one solve the same system
    have h1 : Solves G a ρ (fun _ => 1) (fun i => ∑ A, w A i) := by
      intro i
      show ∑ A, w A i = if IsPeak G ρ i then 1 else ∑ j, flux G a ρ i j * ∑ A, w A j
      split_ifs with hp
      · have e : ∀ A, w A i = if i = A.1 then 1 else 0 := fun A => (hw A i).trans (if_pos hp)
        rw [Finset.sum_eq_single (⟨i, hp⟩ : {A // IsPeak G ρ A})]
        · rw [e, if_pos rfl]
        · intro B _ hB
          rw [e, if_neg (fun h => hB (Subtype.ext h.symm))]
        · intro h
          exact absurd (Finset.mem_univ _) h
      · have e : ∀ A, w A i = ∑ j, flux G a ρ i j * w A j :=
          fun A => (hw A i).trans (if_neg hp)
        rw [Finset.sum_congr rfl fun A _ => e A, Finset.sum_comm]
        exact Finset.sum_congr rfl fun j _ => (Finset.mul_sum _ _ _).symm
    have h2 : Solves G a ρ (fun _ => 1) (fun _ => 1) := by
      intro i
      show (1 : ℝ) = if IsPeak G ρ i then 1 else ∑ j, flux G a ρ i j * 1
      split_ifs with hp
      · rfl
      · simp only [mul_one]
        exact (flux_sum ha hp).symm
    exact fun i => congrFun ((existsUnique_solution ha _).unique h1 h2) i
```

## Which points share in a basin

A weight \(w_A(i)\) is positive exactly when a strictly ascending path leads from \(i\) to \(A\); `Relation.ReflTransGen` expresses a chain of zero or more such steps.

If \(w_A(i)>0\) at a peak, then \(i=A\). At any other point some term \(J_{ij}w_A(j)\) is positive, so \(j\) is a higher neighbour with positive weight, and the path from \(j\) extends back to \(i\). Conversely, \(w_A(A)=1\), and an uphill step from \(j\) to \(k\) with \(w_A(k)>0\) gives \(w_A(j)\ge J_{jk}w_A(k)>0\).

```lean
/-- On a finite graph with positive edge factors, a point has positive weight in the basin of `A`
exactly when a path of strictly increasing density, possibly of length zero, leads from it to `A`.
-/
theorem weight_pos_iff (ha : ∀ i j, G.Adj i j → 0 < a i j)
    {w : {A // IsPeak G ρ A} → V → ℝ} (hw : IsWeight G a ρ w)
    (A : {A // IsPeak G ρ A}) (i : V) :
    0 < w A i ↔ Relation.ReflTransGen (fun j k => G.Adj j k ∧ ρ j < ρ k) i A.1 := by
  have hn := (yuTrinkle_weights ha).2 w hw |>.1 A
  have hJ : ∀ i j, 0 ≤ flux G a ρ i j := fun i j =>
    div_nonneg (outflow_nonneg ha i j) (Finset.sum_nonneg fun k _ => outflow_nonneg ha i k)
  constructor
  · refine uphill_induction ρ (fun i => 0 < w A i →
      Relation.ReflTransGen (fun j k => G.Adj j k ∧ ρ j < ρ k) i A.1) ?_ i
    intro i ih hi
    by_cases hp : IsPeak G ρ i
    · have e : w A i = if i = A.1 then 1 else 0 := (hw A i).trans (if_pos hp)
      by_cases hA : i = A.1
      · rw [hA]
      · rw [e, if_neg hA] at hi
        exact absurd hi (lt_irrefl _)
    · -- some uphill neighbour must pass on a positive weight
      by_contra hno
      have e : w A i = ∑ j, flux G a ρ i j * w A j := (hw A i).trans (if_neg hp)
      rw [e] at hi
      refine absurd hi (not_lt_of_ge (Finset.sum_nonpos fun j _ => ?_))
      by_contra hj
      have hpos := not_le.1 hj
      have hf := (flux_pos_iff ha i j).1 (pos_of_mul_pos_left hpos (hn j))
      exact hno (Relation.ReflTransGen.head hf
        (ih j hf.2 (pos_of_mul_pos_right hpos (hJ i j))))
  · intro h
    induction h using Relation.ReflTransGen.head_induction_on with
    | refl =>
      have e : w A A.1 = 1 := ((hw A A.1).trans (if_pos A.2)).trans (if_pos rfl)
      rw [e]
      exact one_pos
    | @head j k hjk _ ih =>
      have hp : ¬ IsPeak G ρ j := fun hp => not_lt_of_ge (hp k hjk.1) hjk.2
      rw [(hw A j).trans (if_neg hp)]
      exact Finset.sum_pos' (fun l _ => mul_nonneg (hJ j l) (hn l))
        ⟨k, Finset.mem_univ k, mul_pos ((flux_pos_iff ha j k).2 hjk) ih⟩
```

## Basin populations

For any quantity \(q_i\) given on the points,

\[ \sum_A\sum_i w_A(i)\,q_i=\sum_i q_i\sum_A w_A(i)=\sum_i q_i . \]

With \(q_i\) the density times the cell volume, the basin populations of an electronic-structure calculation add up to the electron number as summed on the same finite grid. How close these populations come to those of the zero-flux basins of the continuous density, as the grid is refined, is a separate question of convergence.

```lean
/-- On a finite graph with positive edge factors, the basin shares of any quantity `q` given on the
points add up to its total. -/
theorem basin_sum (ha : ∀ i j, G.Adj i j → 0 < a i j)
    {w : {A // IsPeak G ρ A} → V → ℝ} (hw : IsWeight G a ρ w) (q : V → ℝ) :
    ∑ A, ∑ i, w A i * q i = ∑ i, q i := by
  rw [Finset.sum_comm]
  refine Finset.sum_congr rfl fun i _ => ?_
  rw [← Finset.sum_mul, ((yuTrinkle_weights ha).2 w hw).2 i, one_mul]

end YuTrinkle
```

```lean
#print axioms YuTrinkle.yuTrinkle_weights
#print axioms YuTrinkle.weight_pos_iff
#print axioms YuTrinkle.basin_sum
```

```
'YuTrinkle.yuTrinkle_weights' depends on axioms: [propext, Classical.choice, Quot.sound]
'YuTrinkle.weight_pos_iff' depends on axioms: [propext, Classical.choice, Quot.sound]
'YuTrinkle.basin_sum' depends on axioms: [propext, Classical.choice, Quot.sound]
```
